# Five Orthonormal d Functions from Six Cartesian Gaussians of One Exponent

An electronic-structure program that computes integrals over six Cartesian d Gaussians but works with five d functions per shell applies a fixed 5 × 6 coefficient matrix to those integrals. For a single uncontracted shell on one centre, with each Cartesian function normalized separately, the results below give such a matrix for which the five new functions are orthonormal, and they identify the combination that is left out.

Let $a>0$ and $r^2=x^2+y^2+z^2$. Write $\phi_0,\dots,\phi_5$ for the functions $x^2,y^2,z^2,xy,xz,yz$ times $e^{-ar^2}$, each divided by the square root of its own self-overlap. The labels xx, yy, zz, xy, xz, yz denote these normalized functions. The claims are:

- Distinct members of xx, yy, zz have overlap $1/3$, and all other distinct pairs have overlap zero.
- The combinations zz − (xx+yy)/2, (√3/2)(xx−yy), xy, xz, yz are orthonormal.
- Within the span of the six, the functions orthogonal to all five are the multiples of xx+yy+zz, which is a positive constant times $r^2e^{-ar^2}$.

## From Gaussian moments to the five combinations

The product of two Gaussians of exponent $a$ has exponent $b=2a$. Let $M_n=\int_{-\infty}^{\infty}x^n e^{-bx^2}\,dx$. The function $x^{n+1}e^{-bx^2}$ vanishes at both ends of the line, so its derivative integrates to zero:

$$0=(n+1)M_n-2b\,M_{n+2},\qquad M_{n+2}=\frac{n+1}{2b}M_n .$$

Reflection gives $M_1=0$, and the recursion then gives $M_3=0$. It also gives $M_2=M_0/(2b)$ and $M_4=3M_2/(2b)$, hence

$$M_4M_0=3M_2^2 .$$

Each three-dimensional overlap is a product of three moments. Set $K=M_2^2M_0$, which is positive because $M_0=\sqrt{\pi/b}$. Before normalization,

- $x^2$ with itself gives $M_4M_0^2=3K$, and likewise for $y^2$ and $z^2$;
- $x^2$ with $y^2$ gives $M_2^2M_0=K$, and likewise for the other two pairs of squares;
- $xy$ with itself gives $M_2^2M_0=K$, and likewise for $xz$ and $yz$;
- every other pair contains an odd moment and gives zero.

The squares are therefore divided by $\sqrt{3K}$, and their mutual overlap becomes $K/(3K)=1/3$.

For combinations $\sum_i c_i\phi_i$ and $\sum_i d_i\phi_i$, bilinearity gives the overlap

$$S(c,d)=\sum_{i=0}^{5}c_id_i+\tfrac13\bigl[c_0(d_1+d_2)+c_1(d_0+d_2)+c_2(d_0+d_1)\bigr].$$

The part belonging to xx, yy, zz can be regrouped as

$$\tfrac23(c_0d_0+c_1d_1+c_2d_2)+\tfrac13(c_0+c_1+c_2)(d_0+d_1+d_2).$$

The first two combinations have coefficients $(-\tfrac12,-\tfrac12,1)$ and $(\tfrac{\sqrt3}2,-\tfrac{\sqrt3}2,0)$ in this block. Both sum to zero, so only the first term survives. Each has squared length $\tfrac32$, giving self-overlap $\tfrac23\cdot\tfrac32=1$, and their dot product is zero. Their dot products with $(1,1,1)$ also vanish. The functions xy, xz, yz are already normalized and orthogonal to everything else. The sum xx+yy+zz has self-overlap $2+3=5$, so its normalized form carries a factor $1/\sqrt5$.

Conversely, let $c$ be orthogonal to all five. The last three conditions give $c_3=c_4=c_5=0$. The second reads $(c_0-c_1)/\sqrt3=0$, and the first reads $\tfrac23\bigl(c_2-\tfrac12(c_0+c_1)\bigr)=0$. Hence $c_0=c_1=c_2$. Since the three squares share the factor $1/\sqrt{3K}$, their sum is $r^2e^{-ar^2}/\sqrt{3K}$.

## Functions, overlaps and coefficients in Lean

```lean
import Mathlib

open MeasureTheory

namespace SolidHarmonicGaussians

noncomputable section
```

The one-dimensional Gaussian takes its exponent `b` and power `n` as arguments.

```lean
/-- The one-dimensional Gaussian `x ^ n * exp (-b x²)`. -/
def gauss (b : ℝ) (n : ℕ) (x : ℝ) : ℝ := x ^ n * Real.exp (-b * x ^ 2)
```

Its integral over the line is $M_n$.

```lean
/-- The `n`-th Gaussian moment, the integral of `x ^ n * exp (-b x²)` over the line. -/
def moment (b : ℝ) (n : ℕ) : ℝ := ∫ x : ℝ, gauss b n x
```

A point of space is a nested pair in `ℝ × ℝ × ℝ`, so `r.1`, `r.2.1` and `r.2.2` are $x$, $y$ and $z$. The centre is the origin.

```lean
/-- The unnormalized Cartesian Gaussian `x ^ k₁ * y ^ k₂ * z ^ k₃ * exp (-a r²)`. -/
def cart (a : ℝ) (k : ℕ × ℕ × ℕ) (r : ℝ × ℝ × ℝ) : ℝ :=
  r.1 ^ k.1 * r.2.1 ^ k.2.1 * r.2.2 ^ k.2.2 *
    Real.exp (-a * (r.1 ^ 2 + r.2.1 ^ 2 + r.2.2 ^ 2))
```

The overlap is the Lebesgue integral of the product. The functions are real, so no complex conjugate appears.

```lean
/-- The overlap integral of two real functions on three-dimensional space. -/
def overlap (f g : ℝ × ℝ × ℝ → ℝ) : ℝ := ∫ r, f r * g r
```

The order of the d functions is fixed here, with indices starting at 0.

```lean
/-- The powers of `x, y, z` in the d functions, in the order xx, yy, zz, xy, xz, yz. -/
def powers : Fin 6 → ℕ × ℕ × ℕ :=
  ![(2, 0, 0), (0, 2, 0), (0, 0, 2), (1, 1, 0), (1, 0, 1), (0, 1, 1)]
```

Each function receives its own normalization. Coefficients for a basis that applies the factor of xx to the whole shell would differ by $\sqrt3$ for xy, xz and yz.

```lean
/-- The Cartesian d Gaussians, each divided by the root of its self-overlap;
the domain is `a > 0`. -/
def dGauss (a : ℝ) (i : Fin 6) (r : ℝ × ℝ × ℝ) : ℝ :=
  cart a (powers i) r / √(overlap (cart a (powers i)) (cart a (powers i)))
```

The next two definitions record the expected overlaps and the ratio of the self-overlaps, $3K$ to $K$.

```lean
/-- The table with 1 on the diagonal, 1/3 between distinct members of xx, yy, zz,
and 0 elsewhere. -/
def metric (i j : Fin 6) : ℝ :=
  if i = j then 1 else if i < 3 ∧ j < 3 then 1 / 3 else 0

/-- The weights 3 for xx, yy, zz and 1 for xy, xz, yz. -/
def weight : Fin 6 → ℝ := ![3, 3, 3, 1, 1, 1]
```

A coefficient vector becomes a function on space through `combine`.

```lean
/-- The linear combination of the six normalized d Gaussians with coefficients `c`. -/
def combine (a : ℝ) (c : Fin 6 → ℝ) (r : ℝ × ℝ × ℝ) : ℝ := ∑ i, c i * dGauss a i r
```

The rows of `harmonic` form a 5 × 6 matrix of the kind described in the opening paragraph, for the order and normalization chosen here.

```lean
/-- The coefficients of zz - (xx+yy)/2, (√3/2)(xx-yy), xy, xz and yz. -/
def harmonic : Fin 5 → Fin 6 → ℝ :=
  ![![-1 / 2, -1 / 2, 1, 0, 0, 0], ![√3 / 2, -(√3 / 2), 0, 0, 0, 0],
    ![0, 0, 0, 1, 0, 0], ![0, 0, 0, 0, 1, 0], ![0, 0, 0, 0, 0, 1]]

/-- The coefficients of xx + yy + zz. -/
def radial : Fin 6 → ℝ := ![1, 1, 1, 0, 0, 0]
```

The name `harmonic` is only a label: neither Laplace's equation nor angular momentum enters the development. Contracted shells, unequal exponents and different centres are likewise not treated.

## Moments and their products

Integrability is needed both for the integration by parts and for splitting integrals of sums.

```lean
/-- A power of `x` times a Gaussian of positive exponent is integrable. -/
theorem integrable_gauss {b : ℝ} (hb : 0 < b) (n : ℕ) : Integrable (gauss b n) := by
  have hn : (0 : ℝ) ≤ n := Nat.cast_nonneg n
  have h := integrable_rpow_mul_exp_neg_mul_sq hb (s := (n : ℝ)) (by linarith)
  simp only [Real.rpow_natCast] at h
  exact h
```

The recursion follows the derivation by hand: `hd` computes the derivative of $x^{n+1}e^{-bx^2}$, `hz` says that it integrates to zero, and the last lines solve for $M_{n+2}$.

```lean
/-- For a positive exponent `b`, the moment of order `n + 2` is `(n + 1) / (2b)` times
the moment of order `n`. -/
theorem moment_add_two {b : ℝ} (hb : 0 < b) (n : ℕ) :
    moment b (n + 2) = ((n : ℝ) + 1) / (2 * b) * moment b n := by
  have hd : ∀ x, HasDerivAt (gauss b (n + 1))
      (((n : ℝ) + 1) * gauss b n x - 2 * b * gauss b (n + 2) x) x := by
    intro x
    have h2 : HasDerivAt (fun y : ℝ => Real.exp (-b * y ^ 2))
        (Real.exp (-b * x ^ 2) * (-b * (2 * x))) x :=
      (((hasDerivAt_pow 2 x).const_mul (-b)).exp).congr_deriv (by simp)
    refine ((hasDerivAt_pow (n + 1) x).fun_mul h2).congr_deriv ?_
    simp only [gauss, add_tsub_cancel_right]
    push_cast
    ring
  have i1 := (integrable_gauss hb n).const_mul ((n : ℝ) + 1)
  have i2 := (integrable_gauss hb (n + 2)).const_mul (2 * b)
  -- this derivative integrates to zero, because it and `gauss b (n + 1)` are integrable
  have hz : ∫ x, (((n : ℝ) + 1) * gauss b n x - 2 * b * gauss b (n + 2) x) = 0 :=
    integral_eq_zero_of_hasDerivAt_of_integrable hd (i1.sub i2) (integrable_gauss hb (n + 1))
  rw [integral_sub i1 i2, integral_const_mul, integral_const_mul] at hz
  change ((n : ℝ) + 1) * moment b n - 2 * b * moment b (n + 2) = 0 at hz
  rw [div_mul_eq_mul_div, eq_div_iff (by positivity)]
  linear_combination -hz
```

The exponentials combine to exponent $2a$ and the powers add, which separates the three coordinates.

```lean
/-- The product of two Cartesian Gaussians of one exponent factorizes into
one-dimensional Gaussians of twice the exponent. -/
theorem cart_mul (a : ℝ) (k l : ℕ × ℕ × ℕ) (r : ℝ × ℝ × ℝ) :
    cart a k r * cart a l r = gauss (2 * a) (k.1 + l.1) r.1 *
      (gauss (2 * a) (k.2.1 + l.2.1) r.2.1 * gauss (2 * a) (k.2.2 + l.2.2) r.2.2) := by
  have h : Real.exp (-a * (r.1 ^ 2 + r.2.1 ^ 2 + r.2.2 ^ 2)) *
      Real.exp (-a * (r.1 ^ 2 + r.2.1 ^ 2 + r.2.2 ^ 2)) =
      Real.exp (-(2 * a) * r.1 ^ 2) *
        (Real.exp (-(2 * a) * r.2.1 ^ 2) * Real.exp (-(2 * a) * r.2.2 ^ 2)) := by
    rw [← Real.exp_add, ← Real.exp_add, ← Real.exp_add]
    congr 1
    ring
  simp only [cart, gauss, pow_add]
  linear_combination (r.1 ^ k.1 * r.1 ^ l.1 * (r.2.1 ^ k.2.1 * r.2.1 ^ l.2.1) *
    (r.2.2 ^ k.2.2 * r.2.2 ^ l.2.2)) * h
```

Applying the product rule for integrals twice then gives three moments.

```lean
/-- The overlap of two Cartesian Gaussians of one exponent is a product of three moments. -/
theorem overlap_cart (a : ℝ) (k l : ℕ × ℕ × ℕ) :
    overlap (cart a k) (cart a l) = moment (2 * a) (k.1 + l.1) *
      (moment (2 * a) (k.2.1 + l.2.1) * moment (2 * a) (k.2.2 + l.2.2)) := by
  simp only [overlap, cart_mul]
  have h2 := integral_prod_mul (μ := (volume : Measure ℝ)) (ν := (volume : Measure ℝ))
    (gauss (2 * a) (k.2.1 + l.2.1)) (gauss (2 * a) (k.2.2 + l.2.2))
  have h1 := integral_prod_mul (μ := (volume : Measure ℝ)) (ν := (volume : Measure (ℝ × ℝ)))
    (gauss (2 * a) (k.1 + l.1)) (fun q : ℝ × ℝ =>
      gauss (2 * a) (k.2.1 + l.2.1) q.1 * gauss (2 * a) (k.2.2 + l.2.2) q.2)
  exact h1.trans (congrArg (fun t => moment (2 * a) (k.1 + l.1) * t) h2)
```

## The overlap table

The constant $K$ is supplied explicitly as `moment (2 * a) 2 ^ 2 * moment (2 * a) 0`. The proof establishes the vanishing odd moments and the identity `h4`, $M_4M_0=3M_2^2$, and then checks all 36 index pairs.

```lean
/-- For `a > 0` the overlaps of the unnormalized d Gaussians are, up to one common positive
factor, the entries of `metric` times the weight 3 (rows xx, yy, zz) or 1 (rows xy, xz, yz). -/
theorem overlap_unnormalized {a : ℝ} (ha : 0 < a) :
    ∃ K > 0, ∀ i j, overlap (cart a (powers i)) (cart a (powers j)) =
      K * (weight i * metric i j) := by
  have hb : 0 < 2 * a := by positivity
  have m0 : 0 < moment (2 * a) 0 := by
    have h : moment (2 * a) 0 = √(Real.pi / (2 * a)) := by
      simpa only [moment, gauss, pow_zero, one_mul] using integral_gaussian (2 * a)
    rw [h]
    positivity
  -- odd moments vanish by reflection
  have m1 : moment (2 * a) 1 = 0 := by
    have h := integral_neg_eq_self (gauss (2 * a) 1) volume
    have e : ∀ x, gauss (2 * a) 1 (-x) = -gauss (2 * a) 1 x := by
      intro x
      simp [gauss]
    simp only [e, integral_neg] at h
    change -moment (2 * a) 1 = moment (2 * a) 1 at h
    linarith
  have m3 : moment (2 * a) 3 = 0 := (moment_add_two hb 1).trans (by rw [m1, mul_zero])
  have e2 : moment (2 * a) 2 = 1 / (2 * (2 * a)) * moment (2 * a) 0 :=
    (moment_add_two hb 0).trans (by norm_num)
  have e4 : moment (2 * a) 4 = 3 / (2 * (2 * a)) * moment (2 * a) 2 :=
    (moment_add_two hb 2).trans (by norm_num)
  have m2 : 0 < moment (2 * a) 2 := by
    rw [e2]
    positivity
  -- the ratio 3 behind the overlap 1/3
  have h4 : moment (2 * a) 4 * moment (2 * a) 0 = 3 * moment (2 * a) 2 ^ 2 := by
    linear_combination moment (2 * a) 0 * e4 - 3 * moment (2 * a) 2 * e2
  refine ⟨moment (2 * a) 2 ^ 2 * moment (2 * a) 0, by positivity, fun i j => ?_⟩
  rw [overlap_cart]
  clear e2 e4
  fin_cases i <;> fin_cases j <;> simp [powers, weight, metric, m1, m3] <;>
    first
    | linear_combination moment (2 * a) 0 * h4
    | ring1
```

For the normalized functions, `key` separates two cases. Either the overlap is zero, or both functions have the same self-overlap, in which case the two square roots multiply to $K$ times the common weight.

```lean
/-- For `a > 0` the normalized d Gaussians have self-overlap 1, overlap 1/3 between distinct
members of xx, yy, zz, and overlap 0 for every other distinct pair. -/
theorem overlap_dGauss {a : ℝ} (ha : 0 < a) (i j : Fin 6) :
    overlap (dGauss a i) (dGauss a j) =
      if i = j then 1 else if i < 3 ∧ j < 3 then 1 / 3 else 0 := by
  change _ = metric i j
  obtain ⟨K, hK, raw⟩ := overlap_unnormalized ha
  have e : overlap (dGauss a i) (dGauss a j) =
      overlap (cart a (powers i)) (cart a (powers j)) /
        (√(overlap (cart a (powers i)) (cart a (powers i))) *
          √(overlap (cart a (powers j)) (cart a (powers j)))) := by
    simp only [overlap, dGauss, div_mul_div_comm, integral_div]
  have hs : ∀ i, metric i i = 1 := fun i => by simp [metric]
  have hw : 0 < weight i := by fin_cases i <;> simp [weight]
  have hp : 0 < K * weight i := mul_pos hK hw
  -- functions that overlap have equal norms before normalization
  have key : metric i j = 0 ∨ weight i = weight j := by
    fin_cases i <;> fin_cases j <;> simp [metric, weight]
  rw [e]
  simp only [raw, hs, mul_one]
  rcases key with h | h
  · simp [h]
  · rw [← h, Real.mul_self_sqrt hp.le, div_eq_iff hp.ne']
    ring
```

The formula for $S(c,d)$ comes from expanding the product into a double sum and integrating term by term, with `hint` providing the integrability of each term.

```lean
/-- For `a > 0` the overlap of two combinations of normalized d Gaussians is the dot product
of the coefficients plus 1/3 of the cross terms among xx, yy, zz. -/
theorem overlap_combine {a : ℝ} (ha : 0 < a) (c d : Fin 6 → ℝ) :
    overlap (combine a c) (combine a d) = ∑ i, c i * d i +
      1 / 3 * (c 0 * (d 1 + d 2) + c 1 * (d 0 + d 2) + c 2 * (d 0 + d 1)) := by
  have hb : 0 < 2 * a := by positivity
  have hint : ∀ i j, Integrable (fun r => c i * d j * (dGauss a i r * dGauss a j r)) := by
    intro i j
    have h : Integrable (fun r => cart a (powers i) r * cart a (powers j) r) := by
      simp only [cart_mul]
      exact (integrable_gauss hb _).mul_prod
        ((integrable_gauss hb _).mul_prod (integrable_gauss hb _))
    refine Integrable.const_mul ?_ _
    simp only [dGauss, div_mul_div_comm]
    exact h.div_const _
  have e : ∀ r, combine a c r * combine a d r =
      ∑ i, ∑ j, c i * d j * (dGauss a i r * dGauss a j r) := by
    intro r
    simp only [combine, Finset.sum_mul_sum]
    exact Finset.sum_congr rfl fun i _ => Finset.sum_congr rfl fun j _ => by ring
  -- bilinearity of the overlap
  have hsum : overlap (combine a c) (combine a d) = ∑ i, ∑ j, c i * d j * metric i j := by
    change ∫ r, combine a c r * combine a d r = _
    simp only [e]
    rw [MeasureTheory.integral_finsetSum _ (fun i _ => MeasureTheory.integrable_finsetSum _ (fun j _ => hint i j))]
    refine Finset.sum_congr rfl fun i _ => ?_
    rw [MeasureTheory.integral_finsetSum _ (fun j _ => hint i j)]
    refine Finset.sum_congr rfl fun j _ => ?_
    rw [integral_const_mul]
    exact congrArg (fun t => c i * d j * t) (overlap_dGauss ha i j)
  rw [hsum]
  simp [Fin.sum_univ_six, metric]
  ring
```

## Orthonormality and the remaining combination

With $S(c,d)$ available, orthonormality is a finite check on coefficients. The identity `h3`, $\sqrt3\cdot\sqrt3=3$, settles the self-overlap of (√3/2)(xx−yy). The second part of the statement is orthogonality to xx+yy+zz.

```lean
/-- For `a > 0` the combinations zz - (xx+yy)/2, (√3/2)(xx-yy), xy, xz, yz of normalized
d Gaussians are orthonormal, and each is orthogonal to xx + yy + zz. -/
theorem solidHarmonics_orthonormal {a : ℝ} (ha : 0 < a) :
    (∀ i j, overlap (combine a (harmonic i)) (combine a (harmonic j)) =
      if i = j then 1 else 0) ∧
    ∀ i, overlap (combine a (harmonic i)) (combine a radial) = 0 := by
  have h3 : √3 * √3 = (3 : ℝ) := Real.mul_self_sqrt (by norm_num)
  constructor
  · intro i j
    rw [overlap_combine ha]
    fin_cases i <;> fin_cases j <;> simp [harmonic, Fin.sum_univ_six] <;>
      first
      | linear_combination (1 / 3) * h3
      | ring1
  · intro i
    rw [overlap_combine ha]
    fin_cases i <;> simp [harmonic, radial, Fin.sum_univ_six]
    ring
```

The converse is stated as an equivalence on coefficient vectors. In the forward direction, `h0` to `h4` are the five linear conditions. Cancelling $\sqrt3$ gives $c_0=c_1$, and `linarith` finds the remaining coefficients, so the multiple is $t=c_0$.

```lean
/-- For `a > 0` a combination of the six normalized d Gaussians is orthogonal to all five
combinations listed in `harmonic` exactly when its coefficients are a multiple of those of xx + yy +
zz. -/
theorem orthogonal_iff_radial {a : ℝ} (ha : 0 < a) (c : Fin 6 → ℝ) :
    (∀ i, overlap (combine a (harmonic i)) (combine a c) = 0) ↔ ∃ t : ℝ, c = t • radial := by
  constructor
  · intro h
    simp only [overlap_combine ha] at h
    have h0 := h 0
    have h1 := h 1
    have h2 := h 2
    have h3 := h 3
    have h4 := h 4
    simp [harmonic, Fin.sum_univ_six] at h0 h1 h2 h3 h4
    have hs : √3 * (c 0 - c 1) = 0 := by linear_combination 3 * h1
    have h01 : c 0 - c 1 = 0 := (mul_eq_zero.mp hs).resolve_left (by positivity)
    refine ⟨c 0, ?_⟩
    ext i
    fin_cases i <;> simp [radial] <;> linarith
  · rintro ⟨t, rfl⟩ i
    rw [overlap_combine ha]
    fin_cases i <;> simp [harmonic, radial, Fin.sum_univ_six]
    ring
```

The last theorem identifies the left-out function at every point of space, with $N=1/\sqrt{3K}$. This function depends only on the distance from the centre, so a calculation that keeps all six Cartesian functions of such a shell also contains one spherically symmetric, s-type function.

```lean
/-- For `a > 0` the combination xx + yy + zz of normalized d Gaussians is a positive constant
times `r² exp (-a r²)`. -/
theorem radial_eq {a : ℝ} (ha : 0 < a) :
    ∃ N > 0, ∀ r : ℝ × ℝ × ℝ, combine a radial r =
      N * ((r.1 ^ 2 + r.2.1 ^ 2 + r.2.2 ^ 2) *
        Real.exp (-a * (r.1 ^ 2 + r.2.1 ^ 2 + r.2.2 ^ 2))) := by
  obtain ⟨K, hK, raw⟩ := overlap_unnormalized ha
  refine ⟨(√(K * 3))⁻¹, by positivity, fun r => ?_⟩
  -- xx, yy and zz share one normalization constant
  have h0 : weight 0 * metric 0 0 = 3 := by simp [weight, metric]
  have h1 : weight 1 * metric 1 1 = 3 := by simp [weight, metric]
  have h2 : weight 2 * metric 2 2 = 3 := by simp [weight, metric]
  simp only [combine, Fin.sum_univ_six, dGauss, raw, h0, h1, h2]
  generalize √(K * 3) = s
  simp [radial, cart, powers]
  ring

end

end SolidHarmonicGaussians
```

```lean
#print axioms SolidHarmonicGaussians.solidHarmonics_orthonormal
#print axioms SolidHarmonicGaussians.orthogonal_iff_radial
#print axioms SolidHarmonicGaussians.radial_eq
```

```
'SolidHarmonicGaussians.solidHarmonics_orthonormal' depends on axioms: [propext, Classical.choice, Quot.sound]
'SolidHarmonicGaussians.orthogonal_iff_radial' depends on axioms: [propext, Classical.choice, Quot.sound]
'SolidHarmonicGaussians.radial_eq' depends on axioms: [propext, Classical.choice, Quot.sound]
```
